# With constant curvature and density of states, a Koopmans correction applied to the levels of a Fermi-smeared metallic band is KgT/2 to leading order in temperature

Take one orbital whose energy depends on its occupation $f$ as $E(f)=Kf^2/2$. At $f=1/2$ the straight line between the empty and the filled orbital has the value $K/4$ and the curve has the value $K/8$. A correction that restores the straight line therefore adds $K/8$. At $f=0$ and $f=1$ it adds nothing.

In a metal, Fermi smearing at temperature $T$, in energy units, gives fractional occupations to the levels within a few $T$ of the Fermi level. With $g$ levels per unit energy their number is proportional to $gT$. If the correction is applied to each band level, each of them contributes an energy of order $K$. The sum should then be linear in $T$, and the derivation below finds the coefficient.

```lean
import Mathlib

open Filter Topology

namespace KoopmansSmearing

noncomputable section
```

## One orbital

The Koopmans correction is the chord between occupations 0 and 1 minus the energy at $f$:

```lean
/-- Koopmans correction of an orbital energy `E` at occupation `f`: the straight line between
the empty and the filled orbital, minus the energy itself. -/
def koopmansCorrection (E : ℝ → ℝ) (f : ℝ) : ℝ :=
  (1 - f) * E 0 + f * E 1 - E f
```

Energies $e$ are measured from the Fermi level, and $T$ stands for $k_BT$. The occupation is $f(e)=1/(\exp(e/T)+1)$, written `fermi T e` in Lean:

```lean
/-- Fermi occupation of a level at energy `e` from the Fermi level, at temperature `T ≠ 0`
in energy units. -/
def fermi (T e : ℝ) : ℝ := 1 / (Real.exp (e / T) + 1)
```

## From a k-point sum to an integral

In a smeared calculation, diagonalisation gives levels $e_{n\mathbf k}$ and the smearing gives occupations $f_{n\mathbf k}$. The model here applies the correction directly to these band levels, so that the total is $\sum_{n\mathbf k}w_{\mathbf k}\,K f_{n\mathbf k}(1-f_{n\mathbf k})/2$ with k-point weights $w_{\mathbf k}$. This is a simplification: Koopmans functionals for solids usually act on localised orbitals, whose occupations need not equal those of the band levels. For levels spaced much more closely than $T$ and a constant density of states $g$, this sum becomes an integral over the band, from $a$ to $b$:

```lean
/-- Koopmans correction of a band with constant density of states `g` and orbital curvature `K`,
smeared at temperature `T ≠ 0` and summed over the energies from `a` to `b`. -/
def bandCorrection (K g T a b : ℝ) : ℝ :=
  ∫ e in a..b, g * (K * (fermi T e * (1 - fermi T e)) / 2)
```

The constant $K$ stands for the curvature of the energy in an orbital's occupation, which self-interaction and screening determine in a real material. Here it is postulated, and it is the same for every level. For a level spread over a large crystal, common semilocal functionals give a curvature that tends to zero as the crystal grows, so a nonzero $K$ for band levels is an assumption of the model. The Fermi level stays fixed as $T$ changes, and the correction does not act back on the levels.

The integrand comes from a quadratic energy $E(x)=c+hx+Kx^2/2$:
$$(1-f)c+f\left(c+h+\tfrac K2\right)-c-hf-\tfrac K2f^2=\tfrac K2f(1-f).$$
The constants $c$ and $h$ drop out, and `ring` confirms the algebra.

```lean
/-- For an orbital energy quadratic in the occupation, with second derivative `K`, the Koopmans
correction is `K f (1 - f) / 2`. -/
theorem koopmansCorrection_quadratic (c h K f : ℝ) :
    koopmansCorrection (fun x => c + h * x + K / 2 * x ^ 2) f = K * (f * (1 - f)) / 2 := by
  simp only [koopmansCorrection]
  ring
```

## The occupation as an antiderivative

Write $u=\exp(e/T)$. Then
$$f(-e)=\frac1{u^{-1}+1}=\frac{u}{u+1}=1-f(e),$$
which is particle-hole symmetry. The Lean proof clears denominators and uses only that the two exponentials multiply to 1 (`huv`).

```lean
/-- Particle-hole symmetry: the occupation at `-e` equals the hole occupation at `e`. -/
theorem fermi_neg (T e : ℝ) : fermi T (-e) = 1 - fermi T e := by
  have huv : Real.exp (e / T) * Real.exp (-(e / T)) = 1 := by
    rw [← Real.exp_add, add_neg_cancel, Real.exp_zero]
  have hu : Real.exp (e / T) + 1 ≠ 0 := by positivity
  have hv : Real.exp (-(e / T)) + 1 ≠ 0 := by positivity
  unfold fermi
  rw [neg_div, eq_sub_iff_add_eq, div_add_div _ _ hv hu, div_eq_one_iff_eq (mul_ne_zero hv hu)]
  linear_combination -huv
```

Since $du/de=u/T$, the quotient rule gives
$$T f'(e)=-\frac{u}{(u+1)^2}=-f(e)\,(1-f(e)).$$
`HasDerivAt` states that the derivative exists and has this value. In the proof, `h2` is the quotient rule and `key` writes $1-f$ as $u/(u+1)$.

```lean
/-- At temperature `T ≠ 0` the slope in energy of `T` times the Fermi occupation `f` is
`-f (1 - f)`. -/
theorem hasDerivAt_fermi {T : ℝ} (hT : T ≠ 0) (e : ℝ) :
    HasDerivAt (fun x => T * fermi T x) (-(fermi T e * (1 - fermi T e))) e := by
  have hTT : T * T⁻¹ = 1 := mul_inv_cancel₀ hT
  have hne : Real.exp (e / T) + 1 ≠ 0 := by positivity
  have h1 : HasDerivAt (fun x => Real.exp (x / T) + 1) (Real.exp (e / T) * (1 / T)) e :=
    (((hasDerivAt_id' e).div_const T).exp).add_const 1
  have h2 : HasDerivAt (fun x => 1 / (Real.exp (x / T) + 1))
      ((0 * (Real.exp (e / T) + 1) - 1 * (Real.exp (e / T) * (1 / T)))
        / (Real.exp (e / T) + 1) ^ 2) e :=
    (hasDerivAt_const e (1 : ℝ)).fun_div h1 hne
  have h3 : HasDerivAt (fermi T) _ e := h2
  refine (h3.const_mul T).congr_deriv ?_
  -- the hole occupation as a single fraction
  have key : 1 - 1 / (Real.exp (e / T) + 1) = Real.exp (e / T) / (Real.exp (e / T) + 1) := by
    rw [eq_div_iff hne, sub_mul, div_mul_cancel₀ _ hne]
    ring
  unfold fermi
  rw [key]
  generalize Real.exp (e / T) + 1 = D
  linear_combination (-(Real.exp (e / T) / D ^ 2)) * hTT
```

The integrand $gKf(1-f)/2$ is therefore the derivative of $-(Kg/2)\,Tf$, and the fundamental theorem of calculus gives
$$\int_a^b \frac{gK}{2}f(1-f)\,de=\frac{KgT}{2}\,\bigl(f(a)-f(b)\bigr).$$
In Lean, `hd` supplies the derivative and `hi` the continuity that makes the integrand integrable. The identity holds for either order of $a$ and $b$, any signs of $K$ and $g$, and any $T\neq0$; the physical case is $T>0$. At $T=0$ Lean's division by zero would set every occupation to $1/2$, and the formula would fail whenever $Kg(b-a)\neq0$.

```lean
/-- At temperature `T ≠ 0` the smeared correction over any energy window is `K g T / 2` times the
difference of the occupations at its two ends. -/
theorem bandCorrection_window {T : ℝ} (hT : T ≠ 0) (K g a b : ℝ) :
    bandCorrection K g T a b = K * g * T / 2 * (fermi T a - fermi T b) := by
  -- the integrand is the derivative of a multiple of the occupation
  have hd : ∀ e ∈ Set.uIcc a b, HasDerivAt (fun x => -(K * g / 2) * (T * fermi T x))
      (g * (K * (fermi T e * (1 - fermi T e)) / 2)) e := by
    intro e _
    refine ((hasDerivAt_fermi hT e).const_mul (-(K * g / 2))).congr_deriv ?_
    ring
  have hE : Continuous fun x : ℝ => Real.exp (x / T) + 1 :=
    (Real.continuous_exp.comp (continuous_id.div_const T)).add continuous_const
  have hF : Continuous fun x : ℝ => 1 / (Real.exp (x / T) + 1) :=
    continuous_const.div hE fun x => (add_pos (Real.exp_pos (x / T)) one_pos).ne'
  have hc : Continuous (fermi T) := hF
  have hi : Continuous fun e => g * (K * (fermi T e * (1 - fermi T e)) / 2) :=
    continuous_const.mul
      ((continuous_const.mul (hc.mul (continuous_const.sub hc))).div_const 2)
  unfold bandCorrection
  rw [intervalIntegral.integral_eq_sub_of_hasDerivAt hd (hi.intervalIntegrable a b)]
  ring
```

## The symmetric band

For a band from $-W$ to $W$, put $u=\exp(W/(2T))$ and $v=\exp(-W/(2T))$, so that $uv=1$. Then
$$f(-W)-f(W)=\frac1{v^2+1}-\frac1{u^2+1}=\frac{u^2-v^2}{(u^2+1)(v^2+1)}.$$
The denominator is $u^2v^2+u^2+v^2+1=u^2+v^2+2=(u+v)^2$, which leaves
$$\frac{u-v}{u+v}=\tanh\frac{W}{2T}.$$
The proof names the same $u$ and $v$ with `generalize`, and its last algebraic step uses $uv=1$.

```lean
/-- At temperature `T ≠ 0` the smeared Koopmans correction of a band from `-W` to `W` is
`(K g T / 2) tanh (W / (2 T))`. -/
theorem bandCorrection_symmetric {T : ℝ} (hT : T ≠ 0) (K g W : ℝ) :
    bandCorrection K g T (-W) W = K * g * T / 2 * Real.tanh (W / (2 * T)) := by
  have key : fermi T (-W) - fermi T W = Real.tanh (W / (2 * T)) := by
    have h1 : W / T = W / (2 * T) + W / (2 * T) := by ring
    have h2 : -W / T = -(W / (2 * T)) + -(W / (2 * T)) := by ring
    have hu := Real.exp_pos (W / (2 * T))
    have hv := Real.exp_pos (-(W / (2 * T)))
    have huv : Real.exp (W / (2 * T)) * Real.exp (-(W / (2 * T))) = 1 := by
      rw [← Real.exp_add, add_neg_cancel, Real.exp_zero]
    unfold fermi
    rw [h2, h1, Real.exp_add, Real.exp_add, Real.tanh_eq_sinh_div_cosh, Real.sinh_eq,
      Real.cosh_eq]
    -- only the product of the two exponentials matters from here on
    generalize Real.exp (-(W / (2 * T))) = v at hv huv ⊢
    generalize Real.exp (W / (2 * T)) = u at hu huv ⊢
    have hU : u * u + 1 ≠ 0 := by positivity
    have hV : v * v + 1 ≠ 0 := by positivity
    have hS : (u + v) / 2 ≠ 0 := by positivity
    rw [div_sub_div _ _ hV hU, div_eq_div_iff (mul_ne_zero hV hU) hS]
    linear_combination (-(u - v) / 2 * (u * v - 1)) * huv
  rw [bandCorrection_window hT, key]
```

Particle-hole symmetry also gives $f(-W)-f(W)=1-2f(W)$. The correction thus falls short of $KgT/2$ by exactly $KgT\,f(W)$, which is governed by the occupation at the upper band edge.

Take $K=2$ eV, $g=1$ per eV, $W=0.5$ eV and $T=0.1$ eV. The linear law gives $KgT/2=0.1$ eV. The shortfall is $0.2/(\exp(5)+1)\approx0.00134$ eV, so the correction is about $0.0987$ eV, in agreement with $0.1\tanh 2.5$. At $T=0.05$ eV the linear law gives $0.05$ eV and the shortfall is only about $5\times10^{-6}$ eV.

```lean
/-- At temperature `T ≠ 0` the linear law `K g T / 2` minus the correction of a band from `-W` to
`W` is exactly `K g T` times the occupation at energy `W`. -/
theorem linear_law_deviation {T : ℝ} (hT : T ≠ 0) (K g W : ℝ) :
    K * g * T / 2 - bandCorrection K g T (-W) W = K * g * T * fermi T W := by
  rw [bandCorrection_window hT, fermi_neg]
  ring
```

## The low-temperature limit

For $e>0$, $e/T\to\infty$ as $T\to0^+$, so the exponential diverges and $f(e)\to0$. The filter `𝓝[>] 0` means that $T$ approaches zero through positive values.

```lean
/-- A level above the Fermi level empties as the temperature tends to zero from above. -/
theorem tendsto_fermi_above {e : ℝ} (he : 0 < e) :
    Tendsto (fun T => fermi T e) (𝓝[>] 0) (𝓝 0) := by
  have h1 : Tendsto (fun T : ℝ => e / T) (𝓝[>] 0) atTop := by
    simp only [div_eq_mul_inv]
    exact tendsto_inv_nhdsGT_zero.const_mul_atTop he
  have h2 : Tendsto (fun T : ℝ => Real.exp (e / T) + 1) (𝓝[>] 0) atTop :=
    tendsto_atTop_add_const_right _ 1 (Real.tendsto_exp_atTop.comp h1)
  simp only [fermi, one_div]
  exact tendsto_inv_atTop_zero.comp h2
```

Now let the Fermi level lie strictly inside the band, $a<0<b$. The upper edge empties, $f(b)\to0$, and the lower edge fills, $f(a)=1-f(-a)\to1$. Hence
$$\frac1T\cdot\frac{KgT}{2}\bigl(f(a)-f(b)\bigr)\longrightarrow\frac{Kg}{2}.$$
In Lean, `hA` is the filling of the lower edge, and `congr'` needs the window formula only for $T>0$. If the lower edge sits exactly at the Fermi level, $f(a)$ stays at $1/2$ and the same computation gives $Kg/4$, so for $Kg\neq0$ the condition $a<0$ does not relax to $a\le0$.

For smeared calculations on metals this means that, within this model of a correction applied to band levels with one curvature, a flat density of states and a fixed Fermi level, halving a small smearing temperature roughly halves the Koopmans correction.

```lean
/-- Metal: if the Fermi level lies strictly inside the band, the smeared Koopmans correction
divided by the temperature tends to `K g / 2` as the temperature tends to zero from above. -/
theorem metal_linear_in_temperature (K g : ℝ) {a b : ℝ} (ha : a < 0) (hb : 0 < b) :
    Tendsto (fun T => bandCorrection K g T a b / T) (𝓝[>] 0) (𝓝 (K * g / 2)) := by
  -- the lower edge fills, by particle-hole symmetry
  have hA : Tendsto (fun T => fermi T a) (𝓝[>] 0) (𝓝 (1 - 0)) := by
    refine (tendsto_const_nhds.sub (tendsto_fermi_above (neg_pos.2 ha))).congr fun T => ?_
    rw [fermi_neg]
    ring
  have h := (hA.sub (tendsto_fermi_above hb)).const_mul (K * g / 2)
  rw [sub_zero, sub_zero, mul_one] at h
  refine h.congr' ?_
  filter_upwards [self_mem_nhdsWithin] with T hT
  have hT0 : T ≠ 0 := ne_of_gt hT
  rw [bandCorrection_window hT0, eq_div_iff hT0]
  ring
```

If both band edges lie above the Fermi level, both occupations tend to zero, and the correction divided by $T$ tends to $(Kg/2)(0-0)=0$. An empty band has no linear term.

```lean
/-- Empty band: if both band edges lie above the Fermi level, the smeared Koopmans correction
divided by the temperature tends to zero as the temperature tends to zero from above. -/
theorem empty_band_no_linear_term (K g : ℝ) {a b : ℝ} (ha : 0 < a) (hb : 0 < b) :
    Tendsto (fun T => bandCorrection K g T a b / T) (𝓝[>] 0) (𝓝 0) := by
  have h := ((tendsto_fermi_above ha).sub (tendsto_fermi_above hb)).const_mul (K * g / 2)
  rw [sub_zero, mul_zero] at h
  refine h.congr' ?_
  filter_upwards [self_mem_nhdsWithin] with T hT
  have hT0 : T ≠ 0 := ne_of_gt hT
  rw [bandCorrection_window hT0, eq_div_iff hT0]
  ring

end

end KoopmansSmearing
```

```lean
#print axioms KoopmansSmearing.bandCorrection_symmetric
-- 'KoopmansSmearing.bandCorrection_symmetric' depends on axioms: [propext, Classical.choice, Quot.sound]
#print axioms KoopmansSmearing.linear_law_deviation
-- 'KoopmansSmearing.linear_law_deviation' depends on axioms: [propext, Classical.choice, Quot.sound]
#print axioms KoopmansSmearing.metal_linear_in_temperature
-- 'KoopmansSmearing.metal_linear_in_temperature' depends on axioms: [propext, Classical.choice, Quot.sound]
#print axioms KoopmansSmearing.empty_band_no_linear_term
-- 'KoopmansSmearing.empty_band_no_linear_term' depends on axioms: [propext, Classical.choice, Quot.sound]
```
